# The largest first damping factor of a kernel built from N normalised real amplitudes is cos(π/(N+1))

The density of states of a large Hamiltonian is often computed from a finite number of Chebyshev moments. After the spectrum has been rescaled into $[-1,1]$, an energy is written $x=\cos\varphi$, and the moments $\mu_0,\dots,\mu_{N-1}$ are the cosine coefficients of the density in $\varphi$. Cutting the series off at $N$ terms produces oscillations around every sharp feature, and the computed density can become negative. The kernel polynomial method multiplies each $\mu_k$ by a damping factor $g_k$, which replaces a level at $\cos\theta$ by the broadened line

$$\frac{K(\varphi-\theta)+K(\varphi+\theta)}{2\pi},\qquad K(\varphi)=g_0+2\sum_{k\ge1} g_k\cos k\varphi .$$

The line should be nonnegative, have unit weight ($g_0=1$) and be narrow. For a nonnegative $K$ with $g_0=1$, the average of $1-\cos\varphi$ over the density $K/2\pi$ is $1-g_1$, so narrowness in this sense means a large $g_1$. How large can it be?

```lean
import Mathlib

open Finset
open scoped Real

namespace JacksonKernel

noncomputable section
```

## Damping factors as autocorrelations

Take real amplitudes $a_0,\dots,a_{N-1}$ and set

$$g_k=\sum_{v=0}^{N-1-k}a_v a_{v+k}.$$

In Lean, `a : ℕ → ℝ` is an infinite sequence of which only the first $N$ entries are used, and `range N` is $0,\dots,N-1$. For $k\ge N$ the sum is empty. Since $g_0=\sum_v a_v^2$, normalising the amplitudes fixes the weight of the line.

```lean
/-- The damping factor `g_k = ∑ a_v a_(v+k)` built from the amplitudes `a_0, …, a_(N-1)`. -/
def damping (N : ℕ) (a : ℕ → ℝ) (k : ℕ) : ℝ :=
  ∑ v ∈ range (N - k), a v * a (v + k)
```

The kernel is the cosine series above. Lean's summation index starts at zero, so its `k + 1` is the order of the harmonic.

```lean
/-- The kernel `g_0 + 2 ∑ g_k cos (k φ)`, with `k` from `1` to `N` (the sum for `g_N` is empty). -/
def kernel (N : ℕ) (a : ℕ → ℝ) (φ : ℝ) : ℝ :=
  damping N a 0 + 2 * ∑ k ∈ range N, damping N a (k + 1) * Real.cos (((k : ℝ) + 1) * φ)
```

The candidate for the best amplitudes is a half-wave with nodes just outside the chain of indices, at $v=-1$ and $v=N$:

$$s_v=\sin\frac{\pi(v+1)}{N+1}.$$

For $N\ge1$ its squares sum to $(N+1)/2$, as shown below, so it is normalised only when $N=1$.

```lean
/-- The sine profile `s_v = sin (π (v+1) / (N+1))`. -/
def sineProfile (N v : ℕ) : ℝ := Real.sin (((v : ℝ) + 1) * (π / ((N : ℝ) + 1)))
```

## Why the kernel is nonnegative

With $P(\varphi)=\sum_{v<N}a_v e^{iv\varphi}$, the claim is $K=|P|^2$. Adding one amplitude $a_N$ gives

$$|P+a_Ne^{iN\varphi}|^2=|P|^2+a_N^2+2\sum_{v<N}a_va_N\cos((N-v)\varphi).$$

On the other side, $g_0$ gains $a_N^2$ and each $g_k$ with $1\le k\le N$ gains $a_{N-k}a_N$. With $k=N-v$ the two changes agree, and induction on $N$ gives the identity. In the proof, `hstep` records the gain of each factor, `sum_range_reflect` reverses the order of summation, and `hx` expands the cosine of the difference. The squared modulus is written as a sum of two real squares.

The bound below concerns kernels of this form. That every nonnegative cosine series of order below $N$ has such real amplitudes is a classical fact about trigonometric polynomials; it is the step needed to pass from this family to all nonnegative kernels, and it is not proved here.

```lean
/-- The kernel is the squared modulus of the trigonometric polynomial `∑ a_v exp (i v φ)`,
written as the sum of the squares of its real and imaginary parts. -/
theorem kernel_eq_sq (N : ℕ) (a : ℕ → ℝ) (φ : ℝ) :
    kernel N a φ = (∑ v ∈ range N, a v * Real.cos (v * φ)) ^ 2
      + (∑ v ∈ range N, a v * Real.sin (v * φ)) ^ 2 := by
  induction N with
  | zero => simp [kernel, damping]
  | succ N ih =>
    -- each damping factor gains one product containing the new amplitude
    have hstep : ∀ k ∈ range N,
        damping (N + 1) a (k + 1) * Real.cos (((k : ℝ) + 1) * φ)
          = damping N a (k + 1) * Real.cos (((k : ℝ) + 1) * φ)
            + a (N - 1 - k) * a N * Real.cos (((N : ℝ) - ((N - 1 - k : ℕ) : ℝ)) * φ) := by
      intro k hk
      have hk' := mem_range.1 hk
      have e1 : N + 1 - (k + 1) = (N - (k + 1)) + 1 := by omega
      have e2 : N - (k + 1) + (k + 1) = N := by omega
      have e3 : N - 1 - k = N - (k + 1) := by omega
      have e4 : ((N - (k + 1) : ℕ) : ℝ) + ((k : ℝ) + 1) = N := by exact_mod_cast e2
      have e5 : (N : ℝ) - ((N - (k + 1) : ℕ) : ℝ) = (k : ℝ) + 1 := by linarith
      simp only [damping]
      rw [e1, sum_range_succ, e2, e3, e5]
      ring
    have hrefl := sum_range_reflect
      (fun v : ℕ => a v * a N * Real.cos (((N : ℝ) - (v : ℝ)) * φ)) N
    beta_reduce at hrefl
    have hx : ∑ v ∈ range N, a v * a N * Real.cos (((N : ℝ) - (v : ℝ)) * φ)
        = a N * Real.cos (N * φ) * ∑ v ∈ range N, a v * Real.cos (v * φ)
          + a N * Real.sin (N * φ) * ∑ v ∈ range N, a v * Real.sin (v * φ) := by
      rw [mul_sum, mul_sum, ← sum_add_distrib]
      refine sum_congr rfl fun v _ => ?_
      rw [sub_mul, Real.cos_sub]
      ring
    have hlast : damping (N + 1) a (N + 1) = 0 := by simp [damping]
    have h0 : damping (N + 1) a 0 = damping N a 0 + a N * a N := by
      simp [damping, sum_range_succ]
    unfold kernel at ih ⊢
    rw [sum_range_succ (fun k : ℕ => damping (N + 1) a (k + 1) * Real.cos (((k : ℝ) + 1) * φ)),
      hlast, sum_congr rfl hstep, sum_add_distrib, hrefl, hx, h0,
      sum_range_succ (fun v : ℕ => a v * Real.cos (v * φ)),
      sum_range_succ (fun v : ℕ => a v * Real.sin (v * φ))]
    linear_combination ih - a N ^ 2 * Real.sin_sq_add_cos_sq (N * φ)
```

## The half-wave solves a hopping equation

For $0\le v<N$ the angle $\pi(v+1)/(N+1)$ lies strictly between $0$ and $\pi$, so $s_v>0$.

```lean
/-- The sine profile is positive on the sites `0, …, N-1`. -/
theorem sineProfile_pos {N v : ℕ} (hv : v < N) : 0 < sineProfile N v := by
  have h : (v : ℝ) < N := by exact_mod_cast hv
  apply Real.sin_pos_of_pos_of_lt_pi
  · positivity
  · calc ((v : ℝ) + 1) * (π / ((N : ℝ) + 1))
        < ((N : ℝ) + 1) * (π / ((N : ℝ) + 1)) :=
          mul_lt_mul_of_pos_right (by linarith) (by positivity)
      _ = π := by field_simp
```

Put $t=\pi/(N+1)$ and $x=(v+2)t$. Then $\sin(x+t)+\sin(x-t)=2\cos t\,\sin x$ reads

$$s_{v+2}+s_v=2\cos t\; s_{v+1}.$$

This is the stationary equation of one particle on an open chain of $N$ sites. With zero site energies and hopping energy $-\tau$, $\tau>0$, between neighbouring sites, the energy of a normalised real state $a$ is $-2\tau g_1$. For this finite, non-interacting chain, maximising $g_1$ is therefore the ground-state problem.

```lean
/-- The sine profile solves the hopping equation `s_(v+2) + s_v = 2 cos (π/(N+1)) s_(v+1)`. -/
theorem sineProfile_rec (N v : ℕ) : sineProfile N (v + 2) + sineProfile N v
    = 2 * Real.cos (π / ((N : ℝ) + 1)) * sineProfile N (v + 1) := by
  unfold sineProfile
  generalize π / ((N : ℝ) + 1) = t
  have h1 : (((v + 2 : ℕ) : ℝ) + 1) * t = (((v + 1 : ℕ) : ℝ) + 1) * t + t := by
    push_cast; ring
  have h2 : ((v : ℝ) + 1) * t = (((v + 1 : ℕ) : ℝ) + 1) * t - t := by
    push_cast; ring
  rw [h1, h2, Real.sin_add, Real.sin_sub]
  ring
```

## The shortfall as a sum of squares

Write $c=\cos t$. The identity to be shown is

$$2\Big(c\sum_{v=0}^{N-1}a_v^2-g_1\Big)=\sum_{v=0}^{N-2}s_vs_{v+1}\Big(\frac{a_v}{s_v}-\frac{a_{v+1}}{s_{v+1}}\Big)^2 .$$

Expanding one square gives

$$s_ms_{m+1}\Big(\frac{a_m}{s_m}-\frac{a_{m+1}}{s_{m+1}}\Big)^2=\frac{s_{m+1}}{s_m}a_m^2-2a_ma_{m+1}+\frac{s_m}{s_{m+1}}a_{m+1}^2 ,$$

and the hopping equation gives $s_m/s_{m+1}=2c-s_{m+2}/s_{m+1}$. Hence, for $m<N$, the partial sums satisfy

$$2c\sum_{v=0}^{m}a_v^2-2\sum_{v=0}^{m-1}a_va_{v+1}=\sum_{v=0}^{m-1}s_vs_{v+1}\Big(\frac{a_v}{s_v}-\frac{a_{v+1}}{s_{v+1}}\Big)^2+\frac{s_{m+1}}{s_m}a_m^2 .$$

The case $m=0$ is $s_1=2c\,s_0$, the double-angle formula. Going from $m$ to $m+1$ adds the expanded square and moves the boundary term one site along. At $m=N-1$ the boundary term contains $s_N=\sin\pi=0$ and disappears.

In Lean, `alg` is the expanded square rearranged into the step from $m$ to $m+1$, `part` the induction over partial sums, and `hend` the node at site $N$. The case $N=0$, where both sides are zero, is treated separately. No normalisation is assumed.

```lean
/-- Twice the difference `cos (π/(N+1)) ∑ a_v² - g_1` is a weighted sum of squared differences of
the ratios `a_v / s_v` on neighbouring sites. -/
theorem ground_state_identity (N : ℕ) (a : ℕ → ℝ) :
    2 * (Real.cos (π / ((N : ℝ) + 1)) * ∑ v ∈ range N, a v ^ 2 - damping N a 1)
      = ∑ v ∈ range (N - 1), sineProfile N v * sineProfile N (v + 1)
        * (a v / sineProfile N v - a (v + 1) / sineProfile N (v + 1)) ^ 2 := by
  have alg : ∀ c x y p q : ℝ, x ≠ 0 → y ≠ 0 → 2 * c * q ^ 2 - 2 * p * q
      = x * y * (p / x - q / y) ^ 2 + (2 * c * y - x) / y * q ^ 2 - y / x * p ^ 2 := by
    intro c x y p q hx hy
    field_simp
    ring
  -- partial sums leave one boundary term
  have part : ∀ m, m < N → 2 * Real.cos (π / ((N : ℝ) + 1)) * ∑ v ∈ range (m + 1), a v ^ 2
      - 2 * ∑ v ∈ range m, a v * a (v + 1)
      = ∑ v ∈ range m, sineProfile N v * sineProfile N (v + 1)
          * (a v / sineProfile N v - a (v + 1) / sineProfile N (v + 1)) ^ 2
        + sineProfile N (m + 1) / sineProfile N m * a m ^ 2 := by
    intro m
    induction m with
    | zero =>
      intro hm
      have h1 : sineProfile N 1 = 2 * Real.cos (π / ((N : ℝ) + 1)) * sineProfile N 0 := by
        unfold sineProfile
        generalize π / ((N : ℝ) + 1) = t
        rw [show (((1 : ℕ) : ℝ) + 1) * t = 2 * t by norm_num,
          show (((0 : ℕ) : ℝ) + 1) * t = t by simp, Real.sin_two_mul]
        ring
      have h2 : sineProfile N 1 / sineProfile N 0 = 2 * Real.cos (π / ((N : ℝ) + 1)) := by
        rw [h1]
        exact mul_div_cancel_right₀ _ (sineProfile_pos hm).ne'
      simp only [zero_add, sum_range_one, sum_range_zero, h2]
      ring
    | succ m ih =>
      intro hm
      have hr : sineProfile N (m + 1 + 1) = 2 * Real.cos (π / ((N : ℝ) + 1))
          * sineProfile N (m + 1) - sineProfile N m := eq_sub_of_add_eq (sineProfile_rec N m)
      have key := alg (Real.cos (π / ((N : ℝ) + 1))) _ _ (a m) (a (m + 1))
        (sineProfile_pos (show m < N by omega)).ne' (sineProfile_pos hm).ne'
      rw [sum_range_succ _ (m + 1), sum_range_succ (fun v => a v * a (v + 1)) m,
        sum_range_succ (fun v => sineProfile N v * sineProfile N (v + 1)
          * (a v / sineProfile N v - a (v + 1) / sineProfile N (v + 1)) ^ 2) m, hr]
      linear_combination ih (by omega) + key
  rcases N with _ | n
  · simp [damping]
  · -- the boundary term vanishes because the profile has a node at site `N`
    have hend : sineProfile (n + 1) (n + 1) = 0 := by
      unfold sineProfile
      rw [mul_div_cancel₀ π (by positivity : (((n + 1 : ℕ) : ℝ) + 1) ≠ 0), Real.sin_pi]
    have h := part n (Nat.lt_succ_self n)
    rw [hend] at h
    simp only [damping, Nat.add_sub_cancel]
    linear_combination h
```

## The bound and the amplitudes that reach it

The weights $s_vs_{v+1}$ are positive for $0\le v\le N-2$, so every term on the right is nonnegative.

```lean
/-- Each term on the right of the ground-state identity is nonnegative. -/
theorem term_nonneg (N : ℕ) (a : ℕ → ℝ) : ∀ v ∈ range (N - 1),
    0 ≤ sineProfile N v * sineProfile N (v + 1)
      * (a v / sineProfile N v - a (v + 1) / sineProfile N (v + 1)) ^ 2 := by
  intro v hv
  have hv' := mem_range.1 hv
  have p1 := sineProfile_pos (show v < N by omega)
  have p2 := sineProfile_pos (show v + 1 < N by omega)
  positivity
```

With $\sum_v a_v^2=1$ the identity becomes $2(c-g_1)\ge0$, that is,

$$g_1\le\cos\frac{\pi}{N+1}.$$

The hypothesis `ha` is the normalisation, and `damping N a 1` is $g_1$. No amplitudes satisfy `ha` for $N=0$; for $N=1$ both sides are zero.

```lean
/-- Normalised real amplitudes `a_0, …, a_(N-1)` give `g_1 ≤ cos (π/(N+1))`. -/
theorem damping_one_le (N : ℕ) (a : ℕ → ℝ) (ha : ∑ v ∈ range N, a v ^ 2 = 1) :
    damping N a 1 ≤ Real.cos (π / ((N : ℝ) + 1)) := by
  have h := ground_state_identity N a
  have h0 := sum_nonneg (term_nonneg N a)
  rw [ha] at h
  linarith
```

If equality holds, the sum of nonnegative terms is zero, so each term is zero and neighbouring ratios $a_v/s_v$ agree. By induction along the chain they all equal $a_0/s_0$, which is the constant of proportionality. Conversely, if $a_v=c's_v$ for all $v<N$, every difference of ratios vanishes and $g_1=\cos t$. The two halves of the Lean proof are these two arguments, with `hc` the induction. The theorem's bound variable `c` is the constant $c'$, not the cosine.

```lean
/-- For normalised real amplitudes, `g_1 = cos (π/(N+1))` exactly when the amplitudes are
proportional to the sine profile. -/
theorem damping_one_eq_iff (N : ℕ) (a : ℕ → ℝ) (ha : ∑ v ∈ range N, a v ^ 2 = 1) :
    damping N a 1 = Real.cos (π / ((N : ℝ) + 1)) ↔
      ∃ c : ℝ, ∀ v < N, a v = c * sineProfile N v := by
  have h := ground_state_identity N a
  rw [ha] at h
  constructor
  · intro he
    rw [he, mul_one, sub_self, mul_zero] at h
    have hz := (sum_eq_zero_iff_of_nonneg (term_nonneg N a)).1 h.symm
    -- all ratios equal the first one
    have hc : ∀ v, v < N → a v / sineProfile N v = a 0 / sineProfile N 0 := by
      intro v
      induction v with
      | zero => intro _; rfl
      | succ v ih =>
        intro hv
        have p1 := sineProfile_pos (show v < N by omega)
        have p2 := sineProfile_pos hv
        have h1 := (mul_eq_zero.1 (hz v (mem_range.2 (by omega)))).resolve_left
          (mul_pos p1 p2).ne'
        have h2 := pow_eq_zero_iff (two_ne_zero) |>.1 h1
        linarith [ih (by omega)]
    exact ⟨a 0 / sineProfile N 0, fun v hv =>
      (div_eq_iff (sineProfile_pos hv).ne').1 (hc v hv)⟩
  · rintro ⟨c, hc⟩
    have hz : ∀ v ∈ range (N - 1), sineProfile N v * sineProfile N (v + 1)
        * (a v / sineProfile N v - a (v + 1) / sineProfile N (v + 1)) ^ 2 = 0 := by
      intro v hv
      have hv' := mem_range.1 hv
      have l1 : v < N := by omega
      have l2 : v + 1 < N := by omega
      rw [(div_eq_iff (sineProfile_pos l1).ne').2 (hc v l1),
        (div_eq_iff (sineProfile_pos l2).ne').2 (hc (v + 1) l2)]
      ring
    rw [sum_eq_zero hz] at h
    linarith
```

To normalise the half-wave, use

$$4\sin t\,\sin^2((v+1)t)=2\sin t-\sin((2v+3)t)+\sin((2v+1)t).$$

Summing over $0\le v<N$ telescopes to $2N\sin t-\sin((2N+1)t)+\sin t$. Since $(2N+1)t=2\pi-t$, this is $2(N+1)\sin t$. For $N\ge1$ we have $\sin t>0$, and division by $4\sin t$ gives

$$\sum_{v=0}^{N-1}s_v^2=\frac{N+1}{2}.$$

The telescoping formula is `tel`, proved for any number of terms; `harg` rewrites the last angle.

```lean
/-- For `N ≥ 1` the squares of the sine profile sum to `(N+1)/2`. -/
theorem sum_sineProfile_sq (N : ℕ) (hN : 0 < N) :
    ∑ v ∈ range N, sineProfile N v ^ 2 = ((N : ℝ) + 1) / 2 := by
  -- multiplying by the sine of the step makes the sum telescope
  have tel : ∀ (t : ℝ) (m : ℕ), 4 * Real.sin t * ∑ v ∈ range m, Real.sin (((v : ℝ) + 1) * t) ^ 2
      = 2 * m * Real.sin t - Real.sin ((2 * (m : ℝ) + 1) * t) + Real.sin t := by
    intro t m
    induction m with
    | zero => simp
    | succ m ih =>
      have h1 : Real.sin ((2 * ((m + 1 : ℕ) : ℝ) + 1) * t)
          = Real.sin (2 * (((m : ℝ) + 1) * t)) * Real.cos t
            + Real.cos (2 * (((m : ℝ) + 1) * t)) * Real.sin t := by
        rw [← Real.sin_add]; congr 1; push_cast; ring
      have h2 : Real.sin ((2 * (m : ℝ) + 1) * t)
          = Real.sin (2 * (((m : ℝ) + 1) * t)) * Real.cos t
            - Real.cos (2 * (((m : ℝ) + 1) * t)) * Real.sin t := by
        rw [← Real.sin_sub]; congr 1; ring
      have h3 : Real.cos (2 * (((m : ℝ) + 1) * t))
          = 1 - 2 * Real.sin (((m : ℝ) + 1) * t) ^ 2 := by
        linarith [Real.cos_two_mul (((m : ℝ) + 1) * t),
          Real.sin_sq_add_cos_sq (((m : ℝ) + 1) * t)]
      rw [sum_range_succ, h1]
      push_cast
      linear_combination ih - h2 + 2 * Real.sin t * h3
  have hs : 0 < Real.sin (π / ((N : ℝ) + 1)) := by
    simpa [sineProfile] using sineProfile_pos hN
  have harg : (2 * (N : ℝ) + 1) * (π / ((N : ℝ) + 1)) = 2 * π - π / ((N : ℝ) + 1) := by
    field_simp
    ring
  have h := tel (π / ((N : ℝ) + 1)) N
  rw [harg, Real.sin_two_pi_sub] at h
  unfold sineProfile
  apply mul_left_cancel₀ (mul_pos four_pos hs).ne'
  linear_combination h
```

The normalised amplitudes, whose kernel is called the Jackson kernel, are therefore

$$a_v=\sqrt{\frac{2}{N+1}}\,\sin\frac{\pi(v+1)}{N+1}.$$

The last theorem states both that their squares sum to one and that they attain the bound. The second part follows from the equality criterion.

```lean
/-- For `N ≥ 1` the amplitudes `√(2/(N+1)) sin (π (v+1)/(N+1))` are normalised and attain
`g_1 = cos (π/(N+1))`. -/
theorem jackson_attains (N : ℕ) (hN : 0 < N) :
    ∑ v ∈ range N, (√(2 / ((N : ℝ) + 1)) * sineProfile N v) ^ 2 = 1 ∧
      damping N (fun v => √(2 / ((N : ℝ) + 1)) * sineProfile N v) 1
        = Real.cos (π / ((N : ℝ) + 1)) := by
  have hn : ∑ v ∈ range N, (√(2 / ((N : ℝ) + 1)) * sineProfile N v) ^ 2 = 1 := by
    simp only [mul_pow]
    rw [← mul_sum, Real.sq_sqrt (by positivity), sum_sineProfile_sq N hN]
    field_simp
  exact ⟨hn, (damping_one_eq_iff N _ hn).2 ⟨_, fun _ _ => rfl⟩⟩

end

end JacksonKernel
```

```lean
#print axioms JacksonKernel.kernel_eq_sq
#print axioms JacksonKernel.damping_one_le
#print axioms JacksonKernel.damping_one_eq_iff
#print axioms JacksonKernel.jackson_attains
```

```
'JacksonKernel.kernel_eq_sq' depends on axioms: [propext, Classical.choice, Quot.sound]
'JacksonKernel.damping_one_le' depends on axioms: [propext, Classical.choice, Quot.sound]
'JacksonKernel.damping_one_eq_iff' depends on axioms: [propext, Classical.choice, Quot.sound]
'JacksonKernel.jackson_attains' depends on axioms: [propext, Classical.choice, Quot.sound]
```

## Damping the moments of a spectrum

In a calculation the amplitudes themselves need not be stored. Their autocorrelations have the closed form

$$g_k=\frac{(N-k+1)\cos\frac{\pi k}{N+1}+\sin\frac{\pi k}{N+1}\cot\frac{\pi}{N+1}}{N+1},\qquad 0\le k<N,$$

which depends only on $k$ and $N$. Once the moments of the rescaled Hamiltonian are available, each $\mu_k$ is multiplied by $g_k$, and a cosine transform gives the density in $\varphi$. Dividing it by $\sin\varphi$ gives the density in the rescaled energy $x=\cos\varphi$.

For large $N$, $1-g_1\approx\pi^2/(2(N+1)^2)$, so a level well away from the edges $x=\pm1$ acquires a root-mean-square width of about $\pi/(N+1)$ in $\varphi$. With $N=512$ and a half-bandwidth of 5 eV, this is about 0.03 eV at the band centre.
